# Recurrences for the integrals of cosᵖ x sin^q x from 0 to a zero of the sine

For natural numbers p and q, let M(p, q) be the integral of cosᵖ x sin^q x from 0 to b, where b is any real number with sin b = 0. The lemma states that (p + q + 2) M(p + 2, q) = (p + 1) M(p, q) and (p + q + 2) M(p, q + 2) = (q + 1) M(p, q). Integrals of this kind arise in averages over directions, with b = π for the polar angle and b = 2π for the azimuth; here they are plain integrals, not divided by the length of the interval. The proof gets one relation between M(p + 2, q), M(p, q + 2) and M(p, q) from sin² x + cos² x = 1, and another between the first two from integrating the derivative of cosᵖ⁺¹ x sin^(q+1) x, which vanishes at both ends. Each recurrence is then a linear combination of these two relations.

An attempt in Lean 4 with a fault in it:

```lean
import Mathlib

open Real

namespace SphereMoments

noncomputable section

/-- The integral of `cos^p sin^q` over the angles from `0` to `b`. -/
def trigMoment (b : ℝ) (p q : ℕ) : ℝ := ∫ x in (0 : ℝ)..b, cos x ^ p * sin x ^ q

/-- Recurrences that lower the power of the cosine or of the sine by two, for an interval from
`0` to a zero of the sine. -/
theorem trigMoment_step {b : ℝ} (hb : sin b = 0) (p q : ℕ) :
    ((p : ℝ) + q + 2) * trigMoment b (p + 2) q = (p + 1) * trigMoment b p q ∧
    ((p : ℝ) + q + 2) * trigMoment b p (q + 2) = (q + 1) * trigMoment b p q := by
  have hi : ∀ m n : ℕ, IntervalIntegrable (fun x : ℝ => cos x ^ m * sin x ^ n)
      MeasureTheory.volume 0 b :=
    fun m n => Continuous.intervalIntegrable (by fun_prop) _ _
  -- the Pythagorean identity under the integral
  have h1 : trigMoment b (p + 2) q + trigMoment b p (q + 2) = trigMoment b p q := by
    unfold trigMoment
    rw [← intervalIntegral.integral_add (hi _ _) (hi _ _)]
    refine intervalIntegral.integral_congr (fun x _ => ?_)
    dsimp only
    linear_combination (cos x ^ p * sin x ^ q) * sin_sq_add_cos_sq x
  -- integration by parts: the boundary terms vanish
  have hd : ∀ x : ℝ, HasDerivAt (fun x : ℝ => cos x ^ (p + 1) * sin x ^ (q + 1))
      (((q : ℝ) + 1) * (cos x ^ (p + 2) * sin x ^ q)
        - ((p : ℝ) + 1) * (cos x ^ p * sin x ^ (q + 2))) x := by
    intro x
    refine (((Real.hasDerivAt_cos x).fun_pow (p + 1)).fun_mul
      ((Real.hasDerivAt_sin x).fun_pow (q + 1))).congr_deriv ?_
    simp only [Nat.add_sub_cancel]
    push_cast
    ring
  have i1 : IntervalIntegrable (fun x : ℝ => ((q : ℝ) + 1) * (cos x ^ (p + 2) * sin x ^ q))
      MeasureTheory.volume 0 b := Continuous.intervalIntegrable (by fun_prop) _ _
  have i2 : IntervalIntegrable (fun x : ℝ => ((p : ℝ) + 1) * (cos x ^ p * sin x ^ (q + 2)))
      MeasureTheory.volume 0 b := Continuous.intervalIntegrable (by fun_prop) _ _
  have hint : (∫ x in (0 : ℝ)..b, (((q : ℝ) + 1) * (cos x ^ (p + 2) * sin x ^ q)
        - ((p : ℝ) + 1) * (cos x ^ p * sin x ^ (q + 2))))
      = cos b ^ (p + 1) * sin b ^ (q + 1) - cos 0 ^ (p + 1) * sin 0 ^ (q + 1) :=
    intervalIntegral.integral_eq_sub_of_hasDerivAt (fun x _ => hd x)
      (Continuous.intervalIntegrable (by fun_prop) _ _)
  have hz : (0 : ℝ) ^ (q + 1) = 0 := by simp
  rw [intervalIntegral.integral_sub i1 i2, intervalIntegral.integral_const_mul,
    intervalIntegral.integral_const_mul, hb, Real.sin_zero, hz, mul_zero, mul_zero,
    sub_zero] at hint
  have h2 : ((q : ℝ) + 1) * trigMoment b (p + 2) q
      - ((p : ℝ) + 1) * trigMoment b p (q + 2) = 0 := hint
  constructor
  · linear_combination ((p : ℝ) + 1) * h1 + h2
  · linear_combination ((q : ℝ) + 1) * h1 - h2

end

end SphereMoments
```

Lean reports:

```
Main.lean:25:4: error: `dsimp` made no progress
```

Diagnosis. The error is in the proof of `h1`, the relation that comes from sin² x + cos² x = 1. After `intervalIntegral.integral_congr` the goal is that the two integrands agree at a point `x`. The line `dsimp only` was there to tidy that goal, by turning any function written as `fun x => ...` and applied to `x` into its plain value. The message says that `dsimp` made no progress: the goal was already in plain form, so there was nothing to simplify. Lean treats a `dsimp` that changes nothing as an error, even though the goal itself is sound.

The repair deletes the line. The next step, `linear_combination`, then works on the same goal that `dsimp only` had failed to change, and proves it by multiplying the identity `sin_sq_add_cos_sq x` by `cos x ^ p * sin x ^ q`. The mathematical argument is unchanged.

This version goes through:

```diff
@@ -23,5 +23,4 @@
     rw [← intervalIntegral.integral_add (hi _ _) (hi _ _)]
     refine intervalIntegral.integral_congr (fun x _ => ?_)
-    dsimp only
     linear_combination (cos x ^ p * sin x ^ q) * sin_sq_add_cos_sq x
   -- integration by parts: the boundary terms vanish
```
